# Residual forces on frozen atoms bound the missing relaxation energy of a stiff harmonic lattice

**Q.** I relax the atoms near a colour centre and freeze the rest. The energy comes out too high by an amount I cannot see. The forces left on the frozen atoms do not settle it, because the same force hides more energy in a soft lattice than in a stiff one. If two charge states are off by different amounts, their energy difference is wrong too. What can you say about the error?

**A.** For a harmonic lattice with a known minimum stiffness, those forces do bound it. Let $u$ collect the displacements, $K$ the force constants and $f$ the forces exerted by the defect, so that
$$E(u)=\tfrac12u^TKu-f^Tu .$$
Assume that $K$ is real and symmetric, with $u^TKu\ge k|u|^2$ for all $u$ and some $k>0$. Let $u$ minimise $E$ with the coordinates in a set $F$ held fixed, and write $g=f-Ku$ for the residual force. Then
$$E(u)-\min E=\tfrac12g^TK^{-1}g\le\frac{1}{2k}\sum_{i\in F}g_i^2 .$$

**Q.** Derive it before you show me any code.

**A.** Expand about $u$. Since $K$ is symmetric, $u^TKd=(Ku)^Td$, and so
$$E(u+d)=E(u)-g^Td+\tfrac12d^TKd .$$

If $Kv=0$, then $k|v|^2\le v^TKv=0$, so $v=0$ and $K$ is invertible. Take $d=K^{-1}g$. This step leads to $u+K^{-1}(f-Ku)=K^{-1}f$, and since $Kd=g$,
$$E(K^{-1}f)=E(u)-\tfrac12g^TK^{-1}g .$$
Here $g^TK^{-1}g=d^TKd\ge k|d|^2\ge0$. As $u$ was arbitrary so far, $K^{-1}f$ is the global minimum.

For the upper bound, use $k|d|^2\le g^Td$ in a square:
$$0\le|g-kd|^2=|g|^2-2k\,g^Td+k^2|d|^2\le|g|^2-k\,g^Td .$$
Hence $g^TK^{-1}g=g^Td\le|g|^2/k$.

Finally, move one free coordinate $i\notin F$ by $t$. Frozen minimality gives $t\,g_i\le t^2K_{ii}/2$ for every real $t$. Dividing by small $t$ of either sign forces $g_i=0$. Thus $|g|^2=\sum_{i\in F}g_i^2$.

**Q.** Now the formal version. What is a lattice there?

**A.** A finite type `n` of coordinates. A displacement is a function `n → ℝ`, so an atom moving in three dimensions uses three indices.

```lean
import Mathlib

open Matrix

namespace ColourCentreRelaxation

noncomputable section

variable {n : Type*} [Fintype n]
```

The energy is the one above, with `⬝ᵥ` for the dot product and `*ᵥ` for a matrix acting on a vector.

```lean
/-- Harmonic energy of the lattice displacement `u` for force constants `K` and
defect forces `f`. -/
def energy (K : Matrix n n ℝ) (f u : n → ℝ) : ℝ :=
  (u ⬝ᵥ (K *ᵥ u)) / 2 - f ⬝ᵥ u
```

The residual force is minus the gradient of that energy.

```lean
/-- Residual force on the lattice coordinates at the displacement `u`. -/
def residual (K : Matrix n n ℝ) (f u : n → ℝ) : n → ℝ :=
  f - K *ᵥ u
```

**Q.** And $k$? A free crystal can be translated at no cost.

**A.** Then no positive $k$ exists, and the theorem does not apply until all such free motions are removed (for an isolated cluster, rotations as well as translations), for instance by pinning an outer boundary and leaving its coordinates out of `n`. Physically, $k$ is a lower bound on the curvature of the energy in every direction, with the frozen coordinates included. The stiffness of the relaxed block alone is not enough.

```lean
/-- The lattice has stiffness at least `k` against every displacement. -/
def StiffAtLeast (K : Matrix n n ℝ) (k : ℝ) : Prop :=
  ∀ u : n → ℝ, k * (u ⬝ᵥ u) ≤ u ⬝ᵥ (K *ᵥ u)
```

**Q.** Does freezing mean freezing at the perfect-crystal positions?

**A.** No. The competitors `v` need only agree with `u` on `F`, whatever values `u` has there. `F` may be empty, in which case the bound is zero, or contain every coordinate.

```lean
/-- The displacement `u` minimises the energy among all displacements that agree with it
on the frozen coordinates `F`. -/
def IsFrozenMin (K : Matrix n n ℝ) (f : n → ℝ) (F : Finset n) (u : n → ℝ) : Prop :=
  ∀ v : n → ℝ, (∀ i ∈ F, v i = u i) → energy K f u ≤ energy K f v
```

**Q.** Show me that the proof is the derivation you gave.

**A.** The expansion comes first. `h1` is the step that uses symmetry, `h2` swaps a dot product, and `linear_combination` adds half of each.

```lean
/-- For symmetric force constants, a further displacement `d` changes the energy by minus the
work of the residual force plus the elastic energy of `d`. -/
theorem energy_add {K : Matrix n n ℝ} (hK : K.IsSymm) (f u d : n → ℝ) :
    energy K f (u + d) =
      energy K f u - residual K f u ⬝ᵥ d + (d ⬝ᵥ (K *ᵥ d)) / 2 := by
  have h1 : u ⬝ᵥ (K *ᵥ d) = (K *ᵥ u) ⬝ᵥ d := by
    rw [Matrix.dotProduct_mulVec, ← Matrix.mulVec_transpose, hK.eq]
  have h2 : d ⬝ᵥ (K *ᵥ u) = (K *ᵥ u) ⬝ᵥ d := dotProduct_comm _ _
  simp only [energy, residual, Matrix.mulVec_add, dotProduct_add, add_dotProduct,
    sub_dotProduct]
  linear_combination h1 / 2 + h2 / 2
```

Invertibility is argued by contradiction: a zero determinant supplies a nonzero `v` with $Kv=0$, and stiffness makes its length zero.

```lean
variable [DecidableEq n]

/-- A lattice with positive stiffness has an invertible force-constant matrix. -/
theorem isUnit_det {K : Matrix n n ℝ} {k : ℝ} (hk : 0 < k) (hs : StiffAtLeast K k) :
    IsUnit K.det := by
  rw [isUnit_iff_ne_zero]
  intro h0
  -- a singular matrix would have a displacement that costs no energy
  obtain ⟨v, hv, hKv⟩ := Matrix.exists_mulVec_eq_zero_iff.mpr h0
  have h := hs v
  rw [hKv, dotProduct_zero] at h
  have hvv : 0 ≤ v ⬝ᵥ v := Finset.sum_nonneg fun i _ => mul_self_nonneg (v i)
  have hz : v ⬝ᵥ v = 0 := by nlinarith
  exact hv (dotProduct_self_eq_zero.mp hz)
```

Next come the two bounds on $g^TK^{-1}g$. After `generalize`, the vector $K^{-1}g$ is called `d` and is known only through $Kd=g$. The lower bound needs only the stiffness inequality and $|d|^2\ge0$. For the upper bound, the second `nlinarith` call combines the stiffness inequality with `hsq`, the square $|g-kd|^2\ge0$.

```lean
/-- For stiffness at least `k > 0`, the quadratic form of the inverse force constants in a
force `g` lies between zero and the squared force divided by `k`. -/
theorem compliance_bounds {K : Matrix n n ℝ} {k : ℝ} (hk : 0 < k)
    (hs : StiffAtLeast K k) (g : n → ℝ) :
    0 ≤ g ⬝ᵥ (K⁻¹ *ᵥ g) ∧ g ⬝ᵥ (K⁻¹ *ᵥ g) ≤ (g ⬝ᵥ g) / k := by
  have hd : K *ᵥ (K⁻¹ *ᵥ g) = g := by
    rw [Matrix.mulVec_mulVec, Matrix.mul_nonsing_inv _ (isUnit_det hk hs),
      Matrix.one_mulVec]
  generalize K⁻¹ *ᵥ g = d at hd ⊢
  have h := hs d
  rw [hd, dotProduct_comm d g] at h
  have hdd : 0 ≤ d ⬝ᵥ d := Finset.sum_nonneg fun i _ => mul_self_nonneg (d i)
  -- the square of `g - k d` is nonnegative
  have hsq : 0 ≤ (g - k • d) ⬝ᵥ (g - k • d) :=
    Finset.sum_nonneg fun i _ => mul_self_nonneg ((g - k • d) i)
  simp only [sub_dotProduct, dotProduct_sub, smul_dotProduct, dotProduct_smul,
    smul_eq_mul, dotProduct_comm d g] at hsq
  constructor
  · nlinarith [mul_nonneg hk.le hdd]
  · rw [le_div_iff₀ hk]
    nlinarith [mul_le_mul_of_nonneg_left h hk.le]
```

The energy identity follows from the expansion. `hstep` states that the step $K^{-1}g$ ends at $K^{-1}f$.

```lean
/-- For symmetric, invertible force constants, the energy at `u` exceeds that at `K⁻¹ f` by
half the quadratic form of `K⁻¹` in the residual force. -/
theorem energy_eq_relaxed_add {K : Matrix n n ℝ} (hK : K.IsSymm) (hu : IsUnit K.det)
    (f u : n → ℝ) :
    energy K f u = energy K f (K⁻¹ *ᵥ f) +
      (residual K f u ⬝ᵥ (K⁻¹ *ᵥ residual K f u)) / 2 := by
  have hd : K *ᵥ (K⁻¹ *ᵥ residual K f u) = residual K f u := by
    rw [Matrix.mulVec_mulVec, Matrix.mul_nonsing_inv _ hu, Matrix.one_mulVec]
  -- the Newton step from `u` lands on `K⁻¹ f`
  have hstep : u + K⁻¹ *ᵥ residual K f u = K⁻¹ *ᵥ f := by
    rw [residual, Matrix.mulVec_sub, Matrix.mulVec_mulVec, Matrix.nonsing_inv_mul _ hu,
      Matrix.one_mulVec]
    abel
  have h := energy_add hK f u (K⁻¹ *ᵥ residual K f u)
  rw [hstep, hd, dotProduct_comm (K⁻¹ *ᵥ residual K f u) (residual K f u)] at h
  linarith
```

**Q.** You wrote $\min E$. Is it a true minimum?

**A.** Yes. `IsLeast` says that the value at $K^{-1}f$ is attained and lies below every other energy. That matters because Lean's `⨅` over the reals returns a default value when a set is unbounded below.

```lean
/-- For symmetric force constants of positive stiffness, the energy has a minimum over all
displacements, attained at `K⁻¹ f`. -/
theorem relaxed_isLeast {K : Matrix n n ℝ} {k : ℝ} (hK : K.IsSymm) (hk : 0 < k)
    (hs : StiffAtLeast K k) (f : n → ℝ) :
    IsLeast (Set.range (energy K f)) (energy K f (K⁻¹ *ᵥ f)) := by
  refine ⟨⟨_, rfl⟩, ?_⟩
  rintro _ ⟨v, rfl⟩
  have h1 := energy_eq_relaxed_add hK (isUnit_det hk hs) f v
  have h2 := (compliance_bounds hk hs (residual K f v)).1
  linarith
```

**Q.** Where does it matter that $u$ came from a constrained minimisation?

**A.** In the next lemma. `key` is the inequality $t\,g_i\le t^2q/2$ with $q=K_{ii}$. Instead of taking a limit, the proof picks $t=g_i/(|q|+1)$. This gives $t^2(|q|+1-q/2)\le0$ with a positive bracket, so $t=0$ and $g_i=0$. Stiffness is not used.

```lean
/-- For symmetric force constants, the residual force vanishes on every free coordinate
once the energy is minimal with the coordinates `F` frozen. -/
theorem residual_eq_zero_of_free {K : Matrix n n ℝ} (hK : K.IsSymm) {f u : n → ℝ}
    {F : Finset n} (hmin : IsFrozenMin K f F u) {i : n} (hi : i ∉ F) :
    residual K f u i = 0 := by
  -- displace the free coordinate `i` alone by an amount `t`
  have key : ∀ t : ℝ, t * residual K f u i ≤
      t ^ 2 * ((Pi.single i 1 : n → ℝ) ⬝ᵥ (K *ᵥ (Pi.single i 1 : n → ℝ))) / 2 := by
    intro t
    have h := hmin (u + t • (Pi.single i 1 : n → ℝ)) (fun j hj => by
      have hji : j ≠ i := fun h => hi (h ▸ hj)
      simp [hji])
    rw [energy_add hK] at h
    have h1 : residual K f u ⬝ᵥ (Pi.single i 1 : n → ℝ) = residual K f u i := by
      rw [dotProduct_single, mul_one]
    simp only [Matrix.mulVec_smul, smul_dotProduct, dotProduct_smul, smul_eq_mul, h1] at h
    linarith
  generalize (Pi.single i 1 : n → ℝ) ⬝ᵥ (K *ᵥ (Pi.single i 1 : n → ℝ)) = q at key
  have hc : 0 < |q| + 1 := by positivity
  have hq : q ≤ |q| := le_abs_self q
  -- a short step along the force would lower the energy
  obtain ⟨t, ht⟩ : ∃ t : ℝ, residual K f u i = t * (|q| + 1) :=
    ⟨residual K f u i / (|q| + 1), (div_mul_cancel₀ _ hc.ne').symm⟩
  have h := key t
  rw [ht] at h ⊢
  have hpos : 0 < |q| + 1 - q / 2 := by linarith [abs_nonneg q]
  have hle : t ^ 2 * (|q| + 1 - q / 2) ≤ 0 := by linarith
  have ht2 : t ^ 2 = 0 :=
    le_antisymm (nonpos_of_mul_nonpos_left hle hpos) (sq_nonneg t)
  rw [pow_eq_zero_iff two_ne_zero] at ht2
  rw [ht2, zero_mul]
```

The main theorem has two conclusions, the exact error and its bound. In the proof, `hinf` replaces the infimum by the energy at $K^{-1}f$, and `hsum` reduces the sum over all coordinates to one over `F`.

```lean
/-- Let the force constants be symmetric with stiffness at least `k > 0`, and let `u` minimise
the energy with the coordinates `F` frozen. The missing relaxation energy is half the quadratic
form of `K⁻¹` in the residual force, at most the squared force on `F` over `2k`. -/
theorem frozen_relaxation_error {K : Matrix n n ℝ} {k : ℝ} (hK : K.IsSymm) (hk : 0 < k)
    (hs : StiffAtLeast K k) {f u : n → ℝ} {F : Finset n} (hmin : IsFrozenMin K f F u) :
    energy K f u - ⨅ v, energy K f v =
        (residual K f u ⬝ᵥ (K⁻¹ *ᵥ residual K f u)) / 2 ∧
      energy K f u - ⨅ v, energy K f v ≤ (∑ i ∈ F, residual K f u i ^ 2) / (2 * k) := by
  have hinf : ⨅ v, energy K f v = energy K f (K⁻¹ *ᵥ f) :=
    (relaxed_isLeast hK hk hs f).csInf_eq
  have hgap := energy_eq_relaxed_add hK (isUnit_det hk hs) f u
  -- only frozen coordinates carry a residual force
  have hsum : ∑ i ∈ F, residual K f u i ^ 2 = ∑ i, residual K f u i ^ 2 :=
    Finset.sum_subset (Finset.subset_univ F) fun i _ hi => by
      rw [residual_eq_zero_of_free hK hmin hi]
      norm_num
  have hg : residual K f u ⬝ᵥ residual K f u = ∑ i ∈ F, residual K f u i ^ 2 := by
    rw [hsum]
    simp only [dotProduct, sq]
  have hb := (compliance_bounds hk hs (residual K f u)).2
  rw [hg] at hb
  have hhalf : (∑ i ∈ F, residual K f u i ^ 2) / (2 * k) =
      (∑ i ∈ F, residual K f u i ^ 2) / k / 2 := by ring
  rw [hinf, hhalf]
  constructor <;> linarith
```

**Q.** An upper bound could be hopelessly pessimistic.

**A.** It can be loose when the force acts mainly along stiff directions. If the lattice also has a largest stiffness, $d^TKd\le\kappa|d|^2$ with $\kappa>0$, there is a lower bound as well. Step from $u$ by $g/\kappa$:
$$\min E\le E(u+g/\kappa)=E(u)-\frac{|g|^2}{\kappa}+\frac{g^TKg}{2\kappa^2}\le E(u)-\frac{|g|^2}{2\kappa}.$$
So the error is at least $|g|^2/(2\kappa)$. This holds at any `u`, frozen minimum or not. In the code, `h1` compares the minimum with the trial step and `h2` applies the stiffness limit to it.

```lean
/-- For symmetric force constants with stiffness at least `k > 0` and at most `κ > 0`, the
missing relaxation energy at any `u` is at least the squared residual force over `2κ`. -/
theorem relaxation_error_lower {K : Matrix n n ℝ} {k κ : ℝ} (hK : K.IsSymm) (hk : 0 < k)
    (hs : StiffAtLeast K k) (hκ : 0 < κ)
    (hup : ∀ d : n → ℝ, d ⬝ᵥ (K *ᵥ d) ≤ κ * (d ⬝ᵥ d)) (f u : n → ℝ) :
    (residual K f u ⬝ᵥ residual K f u) / (2 * κ) ≤
      energy K f u - ⨅ v, energy K f v := by
  have hleast := relaxed_isLeast hK hk hs f
  have hinf : ⨅ v, energy K f v = energy K f (K⁻¹ *ᵥ f) := hleast.csInf_eq
  -- compare with one steepest-descent step, the residual force divided by `κ`
  have h1 : energy K f (K⁻¹ *ᵥ f) ≤ energy K f (u + κ⁻¹ • residual K f u) :=
    hleast.2 ⟨_, rfl⟩
  have h2 := hup (κ⁻¹ • residual K f u)
  rw [energy_add hK] at h1
  simp only [dotProduct_smul, smul_dotProduct, smul_eq_mul] at h1 h2
  have h3 : κ * (κ⁻¹ * (κ⁻¹ * (residual K f u ⬝ᵥ residual K f u))) =
      κ⁻¹ * (residual K f u ⬝ᵥ residual K f u) := by
    rw [← mul_assoc, mul_inv_cancel₀ hκ.ne', one_mul]
  have h4 : (residual K f u ⬝ᵥ residual K f u) / (2 * κ) =
      κ⁻¹ * (residual K f u ⬝ᵥ residual K f u) / 2 := by ring
  rw [hinf, h4]
  linarith
```

**Q.** Give me a case where all the assumptions are met.

**A.** Take two atoms between two walls, joined by three unit springs. Lean numbers them 0 and 1. A unit force acts on atom 0, and atom 1 is frozen at zero. The stiffness is at least 1, because $u^TKu-|u|^2=(u_0-u_1)^2$. With $v_1=0$ the energy is $v_0^2-v_0$, which is smallest at $v_0=1/2$. The residual force is then $(0,1/2)$.

```lean
/-- Two coupled atoms with force constants `2, -1, -1, 2`, unit force on the first and the
second frozen at zero: the stiffness is at least one, the displacement `1/2` of the first atom
is the frozen minimum, and a residual force `1/2` acts on the second. -/
theorem frozen_relaxation_witness :
    (!![2, -1; -1, 2] : Matrix (Fin 2) (Fin 2) ℝ).IsSymm ∧
      StiffAtLeast (!![2, -1; -1, 2] : Matrix (Fin 2) (Fin 2) ℝ) 1 ∧
      IsFrozenMin !![2, -1; -1, 2] ![1, 0] {1} ![1 / 2, 0] ∧
      residual !![2, -1; -1, 2] ![1, 0] ![1 / 2, 0] = ![0, 1 / 2] := by
  refine ⟨?_, ?_, ?_, ?_⟩
  · ext i j
    fin_cases i <;> fin_cases j <;> simp
  · intro u
    simp [Matrix.mulVec, dotProduct, Fin.sum_univ_two]
    nlinarith [sq_nonneg (u 0 - u 1)]
  · intro v hv
    have h1 : v 1 = 0 := by simpa using hv 1 (by simp)
    simp [energy, Matrix.mulVec, dotProduct, Fin.sum_univ_two, h1]
    nlinarith [sq_nonneg (v 0 - 1 / 2)]
  · ext i
    fin_cases i <;> norm_num [residual, Matrix.mulVec, dotProduct, Fin.sum_univ_two]

end

end ColourCentreRelaxation
```

```lean
#print axioms ColourCentreRelaxation.frozen_relaxation_error
-- 'ColourCentreRelaxation.frozen_relaxation_error' depends on axioms: [propext, Classical.choice, Quot.sound]
#print axioms ColourCentreRelaxation.relaxation_error_lower
-- 'ColourCentreRelaxation.relaxation_error_lower' depends on axioms: [propext, Classical.choice, Quot.sound]
```

Putting these numbers into the formulas gives an error of $1/12$, against a bound of $1/8$.

**Q.** So may I use this for my defect supercell?

**A.** For a finite harmonic model of it with the free translations removed, yes: the forces on the frozen atoms and a positive lower bound on the stiffness together limit the relaxation energy that a defect calculation has missed. Three assumptions remain yours to justify. The displacements must be small enough for a quadratic energy. The forces $f$ and the matrix $K$ must belong to one electronic state and stay constant as the atoms move. And $\min E$ is the minimum over the coordinates in `n`, so atoms left out of the model altogether contribute nothing to the error computed here.
